# The alternating series Σ (−1)^(k+1) k e^(−kx) sums to sech²(x/2)/4 for x > 0

For every real x > 0, the declaration states that the series with terms (−1)^(k+1) k e^(−kx), taken over the natural numbers k, converges to sech²(x/2)/4. In physical terms it sums exponentially decaying contributions of alternating sign and linearly growing weight into a closed form; x is a plain real number, and no Hamiltonian, lattice or charge distribution enters the statement. The proof rewrites each term as −k rᵏ with r = −e^(−x), and applies the known sum r/(1 − r)² of the series k rᵏ, which requires |r| < 1. It then writes the hyperbolic cosine through e^(x/2) and e^(−x/2), whose product is 1, to match the two closed forms.

This version doesn't compile in Lean 4 with Mathlib:

```lean
import Mathlib

open Real

namespace BensonMadelung

noncomputable section

/-- The squared hyperbolic secant. -/
def sechSq (y : ℝ) : ℝ := 1 / cosh y ^ 2

/-- For `x > 0` the alternating sum of `k exp(-kx)` equals `sech²(x/2)/4`;
the term `k = 0` is zero. -/
theorem hasSum_alternating {x : ℝ} (hx : 0 < x) :
    HasSum (fun k : ℕ => (-1 : ℝ) ^ (k + 1) * k * exp (-(k * x))) (sechSq (x / 2) / 4) := by
  have hr : ‖-exp (-x)‖ < 1 := by
    rw [norm_neg, Real.norm_eq_abs, abs_of_pos (exp_pos _)]
    exact Real.exp_lt_one (by linarith)
  -- the differentiated geometric series at a negative ratio
  have h := (hasSum_coe_mul_geometric_of_norm_lt_one hr).neg
  have hterm : (fun k : ℕ => (-1 : ℝ) ^ (k + 1) * k * exp (-(k * x))) =
      fun k : ℕ => -((k : ℝ) * (-exp (-x)) ^ k) := by
    funext k
    have hk : exp (-(k * x)) = exp (-x) ^ k := by
      rw [← Real.exp_nat_mul]
      congr 1
      ring
    rw [hk, neg_pow (exp (-x)) k, pow_succ]
    ring
  have hval : sechSq (x / 2) / 4 = -(-exp (-x) / (1 - -exp (-x)) ^ 2) := by
    have hab : exp (x / 2) * exp (-(x / 2)) = 1 := by
      rw [← Real.exp_add, add_neg_cancel, Real.exp_zero]
    have he : exp (-x) = exp (-(x / 2)) ^ 2 := by
      rw [← Real.exp_nat_mul]
      congr 1
      push_cast
      ring
    have ha := exp_pos (x / 2)
    have hb := exp_pos (-(x / 2))
    rw [sechSq, Real.cosh_eq, he]
    generalize exp (x / 2) = a at *
    generalize exp (-(x / 2)) = b at *
    have hd : 1 - -b ^ 2 = b * (a + b) := by linear_combination -hab
    have hne : a + b ≠ 0 := by positivity
    rw [hd]
    field_simp <;> ring
  rw [hterm, hval]
  exact h

end

end BensonMadelung
```

Messages:

```
Main.lean:18:10: error(lean.unknownIdentifier): Unknown constant `Real.exp_lt_one`
```

Diagnosis. The message says that Lean knows no constant called `Real.exp_lt_one`. The proof calls it while showing that the ratio −e^(−x) has norm below 1, after the rewrites have reduced that claim to `exp (-x) < 1`. The inequality is true for x > 0; what fails is the lookup of the lemma's name.

The repair uses `Real.exp_lt_one_iff`, which says that an exponential is less than 1 exactly when its exponent is negative. Its `.mpr` direction turns a proof of `-x < 0` into the required inequality, and `linarith` supplies that proof from `hx`.

The other change, from `field_simp <;> ring` to `field_simp` and `ring` on separate lines, is mere tidying. Lean reported no error there, and in both versions `ring` finishes what `field_simp` leaves.

The change, after which it compiles:

```diff
@@ -16,5 +16,5 @@
   have hr : ‖-exp (-x)‖ < 1 := by
     rw [norm_neg, Real.norm_eq_abs, abs_of_pos (exp_pos _)]
-    exact Real.exp_lt_one (by linarith)
+    exact Real.exp_lt_one_iff.mpr (by linarith)
   -- the differentiated geometric series at a negative ratio
   have h := (hasSum_coe_mul_geometric_of_norm_lt_one hr).neg
@@ -44,5 +44,6 @@
     have hne : a + b ≠ 0 := by positivity
     rw [hd]
-    field_simp <;> ring
+    field_simp
+    ring
   rw [hterm, hval]
   exact h
```
